# The power series of the recurrence-defined spherical Bessel functions

Let x be a nonzero real number and l = 0, 1, 2, … the angular momentum. The spherical Bessel functions are defined here by two closed forms and an upward recurrence:

j_0(x) = sin x / x

j_1(x) = sin x / x² − cos x / x

j_{l+2}(x) = ((2l+3)/x) j_{l+1}(x) − j_l(x)

The double factorial of an odd number is the product of the odd numbers up to it, (2n+1)!! = 1·3·5···(2n+1). The series terms, without their alternating sign, are

t_l(m) = x^(l+2m) / (2^m m! (2l+2m+1)!!), m = 0, 1, 2, …

The claim is that, for every l and every x ≠ 0,

j_l(x) = Σ_{m≥0} (−1)^m t_l(m).

With x = kr, j_l is the regular radial function of a free particle with wave number k. It appears in partial-wave matching and in the plane-wave matrix elements of pseudopotential projectors; the results below concern only this free-particle function, in exact real arithmetic.

## From the sine and cosine series to all orders

The even factors of (2m+1)! multiply to 2·4···(2m) = 2^m m!, and the odd ones to (2m+1)!!. Therefore

(2m+1)! = 2^m m! (2m+1)!!.

**Order 0.** Dividing the sine series by x gives terms (−1)^m x^(2m)/(2m+1)!, which are (−1)^m t_0(m) by this identity.

**Order 1.** The m-th term of sin x / x² − cos x / x is

(−1)^m x^(2m−1) [1/(2m+1)! − 1/(2m)!] = (−1)^(m+1) x^(2m−1) · 2m/(2m+1)!.

It vanishes at m = 0. Dropping it and replacing m by m+1 leaves

(−1)^m x^(2m+1) (2m+2)/(2m+3)! = (−1)^m x^(2m+1) / (2^m m! (2m+3)!!) = (−1)^m t_1(m),

because (2m+3)! = 2^(m+1) (m+1)! (2m+3)!!.

**Higher orders.** Suppose that the series holds at orders l and l+1. Inserting both into the recurrence gives

j_{l+2}(x) = Σ_{m≥0} (−1)^m [((2l+3)/x) t_{l+1}(m) − t_l(m)].

The first term is zero:

((2l+3)/x) t_{l+1}(0) = (2l+3) x^l/(2l+3)!! = x^l/(2l+1)!! = t_l(0).

For the others, a common denominator gives

t_l(m+1) − ((2l+3)/x) t_{l+1}(m+1)
= x^(l+2m+2) [(2l+2m+5) − (2l+3)] / (2^(m+1) (m+1)! (2l+2m+5)!!)
= t_{l+2}(m),

since the bracket is 2(m+1). The shift of m supplies one more factor −1, so the sum is Σ (−1)^m t_{l+2}(m), and induction covers every l.

## Truncation error and error growth

Let x > 0 and x² ≤ 2(2l+3). Then

t_l(m+1)/t_l(m) = x² / (2(m+1)(2l+2m+3)) ≤ 1,

so the terms do not increase. Partial sums with an even number of terms lie at or below the limit, those with an odd number at or above it. Consecutive partial sums thus enclose j_l(x), and stopping after N terms costs at most t_l(N). For N = 1,

|j_l(x) − x^l/(2l+1)!!| ≤ x^(l+2) / (2 (2l+3)!!).

Now let 0 < x ≤ 1 and start the recurrence from j_1(x) + δ instead of j_1(x). By linearity the error at order n is δ u_n, where u_0 = 0, u_1 = 1 and

u_{n+2} = ((2n+3)/x) u_{n+1} − u_n.

If 0 ≤ u_n ≤ u_{n+1}, then u_n ≤ u_{n+1}/x, and so

u_{n+2} ≥ ((2n+2)/x) u_{n+1} ≥ u_{n+1}.

The ordering therefore persists, and multiplying the factors gives u_{l+1} ≥ 2^l l!/x^l. Meanwhile the truncation bound with N = 0 at order l+1 limits the value itself to |j_{l+1}(x)| ≤ x^(l+1)/(2l+3)!!. For small x a growing error sits on a shrinking function, which is how upward recurrence loses digits.

## The definitions in Lean

The opening lines make the notations `!` and `‼` available for the factorial and double factorial.

```lean
import Mathlib

open scoped Nat
open Finset

namespace SphericalBesselSeries

noncomputable section
```

The recurrence takes its starting values as arguments, so the same function can describe both the exact and the perturbed run.

```lean
/-- Upward recurrence in the angular momentum at fixed argument `x`, started from the values
`a` at order 0 and `b` at order 1. -/
def upward (x a b : ℝ) : ℕ → ℝ
  | 0 => a
  | 1 => b
  | l + 2 => (2 * (l : ℝ) + 3) / x * upward x a b (l + 1) - upward x a b l
```

The exact starting values give j_l(x). This is a definition by recurrence; the file does not derive it from the radial Schrödinger equation.

```lean
/-- The spherical Bessel function `j_l(x)`, defined by upward recurrence from the closed forms
of `j_0` and `j_1`. -/
def sphericalJ (l : ℕ) (x : ℝ) : ℝ :=
  upward x (Real.sin x / x) (Real.sin x / x ^ 2 - Real.cos x / x) l
```

The expression `besselTerm l x m` is t_l(m). Factorials are computed as natural numbers and then read as reals.

```lean
/-- The `m`-th term of the power series of `j_l(x)`, without its alternating sign. -/
def besselTerm (l : ℕ) (x : ℝ) (m : ℕ) : ℝ :=
  x ^ (l + 2 * m) / (2 ^ m * (m ! : ℝ) * ((2 * l + 2 * m + 1)‼ : ℝ))
```

## Identities for the terms

The splitting of (2m+1)! is proved by induction on m, peeling off two factors at each step.

```lean
/-- An odd factorial splits into its even and odd factors. -/
theorem factorial_odd (m : ℕ) : (2 * m + 1)! = 2 ^ m * m ! * (2 * m + 1)‼ := by
  induction m with
  | zero => simp
  | succ m ih =>
    have h : 2 * (m + 1) + 1 = 2 * m + 1 + 2 := by ring
    have h2 : (2 * m + 1 + 2)! = (2 * m + 1 + 1 + 1) * ((2 * m + 1 + 1) * (2 * m + 1)!) := by
      rw [← Nat.factorial_succ, ← Nat.factorial_succ]
    rw [h, h2, Nat.doubleFactorial_add_two (2 * m + 1), ih, Nat.factorial_succ m]
    ring
```

The next lemma permits the shift of the summation index. `HasSum f a` says that the series f converges to a, regardless of the order of summation.

```lean
/-- A series whose first term vanishes keeps its sum when that term is dropped. -/
theorem hasSum_shift {f : ℕ → ℝ} {a : ℝ} (h : HasSum f a) (h0 : f 0 = 0) :
    HasSum (fun n => f (n + 1)) a := by
  have := (hasSum_nat_add_iff' 1).mpr h
  simpa [h0] using this
```

The cancellation at m = 0 comes from (2l+3)!! = (2l+3)(2l+1)!!. The proof replaces the remaining double factorial by a positive number `D` and finishes with algebra.

```lean
/-- The leading terms of neighbouring orders cancel in the upward recurrence. -/
theorem besselTerm_first {x : ℝ} (hx : x ≠ 0) (l : ℕ) :
    besselTerm l x 0 = (2 * (l : ℝ) + 3) / x * besselTerm (l + 1) x 0 := by
  unfold besselTerm
  have h1 : 2 * (l + 1) + 2 * 0 + 1 = 2 * l + 1 + 2 := by ring
  have h2 : 2 * l + 2 * 0 + 1 = 2 * l + 1 := by ring
  rw [h1, h2, Nat.doubleFactorial_add_two (2 * l + 1)]
  have hD : 0 < (2 * l + 1)‼ := Nat.doubleFactorial_pos _
  generalize (2 * l + 1)‼ = D at hD ⊢
  have hD' : (D : ℝ) ≠ 0 := by positivity
  simp only [mul_zero, add_zero, pow_zero, Nat.factorial_zero, pow_succ]
  push_cast
  field_simp
  ring
```

The three-term identity is treated in the same way: once all terms are written with the common factors `D` and `P`, `field_simp` and `ring` carry out the common-denominator calculation.

```lean
/-- Without their alternating sign, the series terms obey the upward recurrence in `l` with its
right-hand side negated and the summation index there shifted by one. -/
theorem besselTerm_recurrence {x : ℝ} (hx : x ≠ 0) (l m : ℕ) :
    besselTerm (l + 2) x m =
      besselTerm l x (m + 1) - (2 * (l : ℝ) + 3) / x * besselTerm (l + 1) x (m + 1) := by
  unfold besselTerm
  have h1 : 2 * (l + 2) + 2 * m + 1 = 2 * l + 2 * m + 3 + 2 := by ring
  have h2 : 2 * l + 2 * (m + 1) + 1 = 2 * l + 2 * m + 3 := by ring
  have h3 : 2 * (l + 1) + 2 * (m + 1) + 1 = 2 * l + 2 * m + 3 + 2 := by ring
  have e2 : x ^ (l + 2 * (m + 1)) = x ^ (l + 2 + 2 * m) := by ring
  have e3 : x ^ (l + 1 + 2 * (m + 1)) = x ^ (l + 2 + 2 * m) * x := by ring
  rw [h1, h2, h3, e2, e3, Nat.doubleFactorial_add_two (2 * l + 2 * m + 3),
    Nat.factorial_succ m]
  have hD : 0 < (2 * l + 2 * m + 3)‼ := Nat.doubleFactorial_pos _
  generalize (2 * l + 2 * m + 3)‼ = D at hD ⊢
  generalize x ^ (l + 2 + 2 * m) = P
  have hD' : (D : ℝ) ≠ 0 := by positivity
  have hm : (m ! : ℝ) ≠ 0 := by positivity
  push_cast
  field_simp
  ring
```

## The series for every order

The theorem states convergence and the value of the sum together, for real `x ≠ 0`. The point x = 0 is excluded because the starting values divide by x.

Since the recurrence needs two predecessors, the auxiliary statement `key` carries orders l and l+1 through the induction together. At order 1, `hF` solves the factorial identity for (2m+2)!. In the induction step, `hasSum_shift` removes the vanishing first term and `besselTerm_recurrence` identifies the rest.

```lean
/-- **Power series of the spherical Bessel functions**: for every order `l` and every nonzero
`x`, the series converges to the `j_l(x)` defined by recurrence. -/
theorem sphericalJ_hasSum {x : ℝ} (hx : x ≠ 0) (l : ℕ) :
    HasSum (fun m : ℕ => (-1 : ℝ) ^ m *
      (x ^ (l + 2 * m) / (2 ^ m * (m ! : ℝ) * ((2 * l + 2 * m + 1)‼ : ℝ))))
      (sphericalJ l x) := by
  have key : ∀ l : ℕ, HasSum (fun m : ℕ => (-1 : ℝ) ^ m * besselTerm l x m) (sphericalJ l x) ∧
      HasSum (fun m : ℕ => (-1 : ℝ) ^ m * besselTerm (l + 1) x m) (sphericalJ (l + 1) x) := by
    intro l
    induction l with
    | zero =>
      constructor
      · -- order 0: the sine series divided by `x`
        change HasSum _ (Real.sin x / x)
        have h : HasSum (fun m : ℕ => (-1 : ℝ) ^ m * x ^ (2 * m + 1) / ((2 * m + 1)! : ℝ) / x)
            (Real.sin x / x) := (Real.hasSum_sin x).div_const x
        convert h using 1
        funext m
        have hb : besselTerm 0 x m = x ^ (2 * m) / ((2 * m + 1)! : ℝ) := by
          unfold besselTerm
          rw [factorial_odd]
          simp
        rw [hb, pow_succ x (2 * m)]
        field_simp
      · -- order 1: sine and cosine series combined, their leading terms cancel
        change HasSum _ (Real.sin x / x ^ 2 - Real.cos x / x)
        have h0 : x / x ^ 2 - 1 / x = 0 := by
          rw [sub_eq_zero]
          field_simp
        have h := hasSum_shift (((Real.hasSum_sin x).div_const (x ^ 2)).sub
          ((Real.hasSum_cos x).div_const x)) (by simpa using h0)
        convert h using 1
        funext m
        have hf := factorial_odd (m + 1)
        rw [Nat.factorial_succ (2 * (m + 1)), Nat.factorial_succ m] at hf
        have hi : 2 * (0 + 1) + 2 * m + 1 = 2 * (m + 1) + 1 := by ring
        unfold besselTerm
        rw [hi, Nat.factorial_succ (2 * (m + 1))]
        have hD : 0 < (2 * (m + 1) + 1)‼ := Nat.doubleFactorial_pos _
        generalize (2 * (m + 1) + 1)‼ = D at hD hf ⊢
        generalize (2 * (m + 1))! = F at hf ⊢
        have hD' : (D : ℝ) ≠ 0 := by positivity
        have hm : (m ! : ℝ) ≠ 0 := by positivity
        have hk : (2 * (m : ℝ) + 3) ≠ 0 := by positivity
        have hF : (F : ℝ) = 2 ^ (m + 1) * ((m + 1) * (m ! : ℝ)) * D / (2 * m + 3) := by
          rw [eq_div_iff hk]
          have hc := congrArg (Nat.cast : ℕ → ℝ) hf
          push_cast at hc
          linear_combination hc
        have hs : ((2 * (m + 1) + 1 : ℕ) : ℝ) = 2 * m + 3 := by push_cast; ring
        rw [Nat.cast_mul, hs, hF]
        have p1 : x ^ (0 + 1 + 2 * m) = x ^ (2 * m) * x := by ring
        have p2 : x ^ (2 * (m + 1) + 1) = x ^ (2 * m) * x ^ 3 := by ring
        have p3 : x ^ (2 * (m + 1)) = x ^ (2 * m) * x ^ 2 := by ring
        rw [p1, p2, p3, pow_succ (-1 : ℝ) m, pow_succ (2 : ℝ) m]
        generalize x ^ (2 * m) = P
        generalize (-1 : ℝ) ^ m = s
        field_simp
        ring
    | succ l ih =>
      obtain ⟨h0, h1⟩ := ih
      refine ⟨h1, ?_⟩
      -- the recurrence for the functions is matched term by term
      change HasSum _ ((2 * (l : ℝ) + 3) / x * sphericalJ (l + 1) x - sphericalJ l x)
      have h := hasSum_shift ((h1.mul_left ((2 * (l : ℝ) + 3) / x)).sub h0) (by
        simp only [pow_zero, one_mul]
        rw [besselTerm_first hx l, sub_self])
      convert h using 1
      funext m
      rw [show l + 1 + 1 = l + 2 from rfl, besselTerm_recurrence hx l m]
      ring
  exact (key l).1
```

## Bounds for small arguments

In `truncation_error`, `N` is the number of terms kept, and N = 0 is allowed. The step `anti` proves the ratio formula and the monotonicity; `lim` turns the series theorem into convergence of partial sums. Mathlib's alternating-series inequalities then give the enclosure, with even and odd `N` handled separately.

```lean
/-- For `x > 0` with `x² ≤ 2(2l+3)`, cutting the series after `N` terms gives `j_l(x)` with an
error no larger than the first omitted term. -/
theorem truncation_error {x : ℝ} (hx : 0 < x) (l : ℕ) (hl : x ^ 2 ≤ 2 * (2 * (l : ℝ) + 3))
    (N : ℕ) :
    |sphericalJ l x - ∑ m ∈ range N, (-1 : ℝ) ^ m * besselTerm l x m| ≤ besselTerm l x N := by
  have anti : Antitone (besselTerm l x) := by
    refine antitone_nat_of_succ_le fun m => ?_
    have hr : besselTerm l x (m + 1) =
        besselTerm l x m * (x ^ 2 / (2 * (m + 1) * (2 * l + 2 * m + 3))) := by
      unfold besselTerm
      have h1 : 2 * l + 2 * (m + 1) + 1 = 2 * l + 2 * m + 1 + 2 := by ring
      have e1 : x ^ (l + 2 * (m + 1)) = x ^ (l + 2 * m) * x ^ 2 := by ring
      rw [h1, e1, Nat.doubleFactorial_add_two (2 * l + 2 * m + 1), Nat.factorial_succ m]
      have hD : 0 < (2 * l + 2 * m + 1)‼ := Nat.doubleFactorial_pos _
      generalize (2 * l + 2 * m + 1)‼ = D at hD ⊢
      generalize x ^ (l + 2 * m) = P
      have hD' : (D : ℝ) ≠ 0 := by positivity
      have hm : (m ! : ℝ) ≠ 0 := by positivity
      push_cast
      field_simp
      ring
    have hn : 0 ≤ besselTerm l x m := by unfold besselTerm; positivity
    rw [hr]
    refine mul_le_of_le_one_right hn ?_
    rw [div_le_one (by positivity)]
    have hp : 0 ≤ (m : ℝ) * (2 * l + 2 * m + 3) := by positivity
    have hq : (0 : ℝ) ≤ m := Nat.cast_nonneg m
    nlinarith
  have lim : Filter.Tendsto (fun n => ∑ m ∈ range n, (-1 : ℝ) ^ m * besselTerm l x m)
      Filter.atTop (nhds (sphericalJ l x)) := (sphericalJ_hasSum hx.ne' l).tendsto_sum_nat
  -- even partial sums lie below the limit, odd ones above
  have lo := fun k => anti.alternating_series_le_tendsto lim k
  have up := fun k => anti.tendsto_le_alternating_series lim k
  obtain ⟨k, rfl | rfl⟩ := N.even_or_odd'
  · have a := lo k
    have b := up k
    rw [sum_range_succ, pow_mul] at b
    norm_num at b
    rw [abs_le]
    constructor <;> linarith [(by unfold besselTerm; positivity : 0 ≤ besselTerm l x (2 * k))]
  · have a := lo (k + 1)
    have b := up k
    rw [show 2 * (k + 1) = 2 * k + 1 + 1 by ring, sum_range_succ, pow_succ, pow_mul] at a
    norm_num at a
    rw [abs_le]
    constructor <;>
      linarith [(by unfold besselTerm; positivity : 0 ≤ besselTerm l x (2 * k + 1))]
```

The small-argument form is the case N = 1 with its two terms simplified.

```lean
/-- Small-argument form: `j_l(x)` is `x^l/(2l+1)!!` up to an error of at most
`x^(l+2)/(2 (2l+3)!!)`, for `x > 0` with `x² ≤ 2(2l+3)`. -/
theorem small_argument {x : ℝ} (hx : 0 < x) (l : ℕ) (hl : x ^ 2 ≤ 2 * (2 * (l : ℝ) + 3)) :
    |sphericalJ l x - x ^ l / ((2 * l + 1)‼ : ℝ)| ≤
      x ^ (l + 2) / (2 * ((2 * l + 3)‼ : ℝ)) := by
  have h := truncation_error hx l hl 1
  have e0 : (-1 : ℝ) ^ 0 * besselTerm l x 0 = x ^ l / ((2 * l + 1)‼ : ℝ) := by
    simp [besselTerm]
  have e1 : besselTerm l x 1 = x ^ (l + 2) / (2 * ((2 * l + 3)‼ : ℝ)) := by
    unfold besselTerm
    rw [show 2 * l + 2 * 1 + 1 = 2 * l + 3 by ring]
    simp
  rwa [sum_range_one, e0, e1] at h
```

## Growth of a starting error

The last theorem compares two runs of `upward` that differ by `δ` in the order-1 value. It models one initial error followed by exact arithmetic, not the rounding at every step of a floating-point calculation.

The step `lin` proves that the error is `δ * upward x 0 1 n`, which is δ u_n. The step `grow` carries three facts through the induction: u_n is nonnegative, u_n ≤ u_{n+1}, and 2^n n!/x^n ≤ u_{n+1}. Its inequality `e` is the growth factor (2n+2)/x. At l = 0 the bound reduces to |δ|, the error put in.

```lean
/-- For `0 < x ≤ 1`, an error `δ` in the starting value `j_1(x)` leads, under exact upward
recurrence, to an absolute error of at least `|δ| 2^l l!/x^l` at order `l + 1`. -/
theorem upward_error_growth {x : ℝ} (hx : 0 < x) (hx1 : x ≤ 1) (δ : ℝ) (l : ℕ) :
    |δ| * (2 ^ l * (l ! : ℝ) / x ^ l) ≤
      |upward x (Real.sin x / x) (Real.sin x / x ^ 2 - Real.cos x / x + δ) (l + 1)
        - sphericalJ (l + 1) x| := by
  -- the error is `δ` times the solution of the recurrence started from 0 and 1
  have lin : ∀ (a b : ℝ) (n : ℕ),
      upward x a (b + δ) n = upward x a b n + δ * upward x 0 1 n ∧
      upward x a (b + δ) (n + 1) = upward x a b (n + 1) + δ * upward x 0 1 (n + 1) := by
    intro a b n
    induction n with
    | zero => constructor <;> simp [upward]
    | succ n ih =>
      refine ⟨ih.2, ?_⟩
      change (2 * (n : ℝ) + 3) / x * upward x a (b + δ) (n + 1) - upward x a (b + δ) n =
        ((2 * (n : ℝ) + 3) / x * upward x a b (n + 1) - upward x a b n) +
          δ * ((2 * (n : ℝ) + 3) / x * upward x 0 1 (n + 1) - upward x 0 1 n)
      rw [ih.1, ih.2]
      ring
  -- from order `n + 1` to `n + 2` the solution started from 0 and 1 gains at least `(2n+2)/x`
  -- as a factor
  have grow : ∀ n : ℕ, 0 ≤ upward x 0 1 n ∧ upward x 0 1 n ≤ upward x 0 1 (n + 1) ∧
      2 ^ n * (n ! : ℝ) / x ^ n ≤ upward x 0 1 (n + 1) := by
    intro n
    induction n with
    | zero => simp [upward]
    | succ n ih =>
      obtain ⟨a, b, c⟩ := ih
      have r : upward x 0 1 (n + 1 + 1) =
          (2 * (n : ℝ) + 3) / x * upward x 0 1 (n + 1) - upward x 0 1 n := rfl
      have hu : 0 ≤ upward x 0 1 (n + 1) := a.trans b
      have hw : 0 ≤ upward x 0 1 (n + 1) / x := div_nonneg hu hx.le
      have d : upward x 0 1 (n + 1) ≤ upward x 0 1 (n + 1) / x := by
        rw [le_div_iff₀ hx]
        exact mul_le_of_le_one_right hu hx1
      have e : (2 * (n : ℝ) + 2) * (upward x 0 1 (n + 1) / x) ≤ upward x 0 1 (n + 1 + 1) := by
        have s : (2 * (n : ℝ) + 3) / x * upward x 0 1 (n + 1) =
          (2 * (n : ℝ) + 2) * (upward x 0 1 (n + 1) / x) + upward x 0 1 (n + 1) / x := by ring
        rw [r, s]
        linarith
      refine ⟨hu, ?_, ?_⟩
      · nlinarith [mul_nonneg (Nat.cast_nonneg (α := ℝ) n) hw]
      · have f : 2 ^ (n + 1) * ((n + 1)! : ℝ) / x ^ (n + 1) =
            (2 * (n : ℝ) + 2) * (2 ^ n * (n ! : ℝ) / x ^ n / x) := by
          rw [Nat.factorial_succ, pow_succ, pow_succ]
          push_cast
          field_simp
        rw [f]
        refine le_trans ?_ e
        gcongr
  unfold sphericalJ
  rw [(lin _ _ l).2, add_sub_cancel_left, abs_mul, abs_of_nonneg (grow (l + 1)).1]
  exact mul_le_mul_of_nonneg_left (grow l).2.2 (abs_nonneg δ)

end

end SphericalBesselSeries
```

```lean
#print axioms SphericalBesselSeries.sphericalJ_hasSum
#print axioms SphericalBesselSeries.small_argument
#print axioms SphericalBesselSeries.upward_error_growth
```

```
'SphericalBesselSeries.sphericalJ_hasSum' depends on axioms: [propext, Classical.choice, Quot.sound]
'SphericalBesselSeries.small_argument' depends on axioms: [propext, Classical.choice, Quot.sound]
'SphericalBesselSeries.upward_error_growth' depends on axioms: [propext, Classical.choice, Quot.sound]
```
